# For non-orthogonal Slater determinants, the symmetrized mixed density matrix has a negative occupation exactly when the occupied spaces differ

**Q:** In an auxiliary-field Monte Carlo run, I take one walker, a Slater determinant $\Phi$, and a trial determinant $\Psi$ with the same number of electrons. Their mixed one-body density matrix, with elements $G_{ij}=\langle\Psi|c_j^\dagger c_i|\Phi\rangle/\langle\Psi|\Phi\rangle$ in an orthonormal basis of spin orbitals, isn't Hermitian, so I replace it by $H=(G+G^\dagger)/2$ and diagonalise. One occupation comes out negative. Is that noise, or a bug?

**A:** Neither is needed to explain it. For a single walker and a single-determinant trial with non-zero overlap, a negative occupation appears whenever the two occupied spaces differ, so its presence alone doesn't point to a faulty code.

**Q:** Show me by hand first.

**A:** Write $\Phi$ and $\Psi$ for the orbital-coefficient matrices too, one column per occupied orbital, in an orthonormal basis. With $S=\Psi^\dagger\Phi$ invertible, $G=\Phi S^{-1}\Psi^\dagger$. Then
$$G\Phi=\Phi S^{-1}S=\Phi,\qquad \Psi^\dagger G=SS^{-1}\Psi^\dagger=\Psi^\dagger .$$
The first relation gives $G^2=(G\Phi)S^{-1}\Psi^\dagger=G$, and the adjoint of the second gives $G^\dagger\Psi=\Psi$. So $G$ is a projector, though in general an oblique one.

Now suppose that $H$ is positive semidefinite, and let $Gw=0$. Then
$$w^\dagger Hw=\tfrac12\left[w^\dagger(Gw)+(Gw)^\dagger w\right]=0 .$$
Writing $H=B^\dagger B$ turns this into $\|Bw\|^2=0$, so $Hw=0$. But $Hw=\tfrac12G^\dagger w$, hence $G^\dagger w=0$. Any $w=(1-G)x$ qualifies, because $Gw=(G-G^2)x=0$. Therefore $G^\dagger(1-G)x=0$ for every $x$, which means $G^\dagger=G^\dagger G$. The right side is Hermitian, so $G$ is Hermitian. Conversely, if $G$ is Hermitian, then $H=G=G^\dagger G$ is positive semidefinite.

**Q:** And what does Hermiticity of $G$ have to do with the occupied spaces?

**A:** If $G=G^\dagger$, then
$$\Psi=G^\dagger\Psi=G\Psi=\Phi\,(S^{-1}\Psi^\dagger\Psi),\qquad \Phi=G\Phi=G^\dagger\Phi=\Psi\,\bigl((S^{-1})^\dagger\Phi^\dagger\Phi\bigr).$$
Each set of orbitals is a linear combination of the other, so the spaces agree. If instead the spaces agree, then $Gx$, which lies in the span of $\Phi$, equals $\Psi y$ for some $y$. So $G^\dagger Gx=G^\dagger\Psi y=\Psi y=Gx$. Hence $G=G^\dagger G$ is Hermitian.

When the spaces differ, $H$ is a Hermitian matrix that isn't positive semidefinite, so it has a negative eigenvalue. When they agree, $Hv=nv$ with $v\neq0$ gives $n^2=n$, so every occupation is 0 or 1.

**Q:** I accept the algebra. My doubt is about the formal version: does it speak of the same objects?

**A:** Compare the definitions. The finite type `m` labels the basis orbitals, and `k` labels the occupied ones.

```lean
import Mathlib

open Matrix
open scoped ComplexOrder

namespace MixedDensityMatrix

noncomputable section

variable {m k : Type*} [Fintype m] [DecidableEq m] [Fintype k] [DecidableEq k]
```

The symmetrized matrix is $H$:

```lean
/-- The symmetrized density matrix `(G + G†)/2`. -/
def symmetrized (G : Matrix m m ℂ) : Matrix m m ℂ := (1 / 2 : ℂ) • (G + Gᴴ)
```

A natural occupation is an eigenvalue of it:

```lean
/-- A natural occupation of `G` is a real eigenvalue of its symmetrized matrix,
with a non-zero natural orbital `v` as eigenvector. -/
def IsNaturalOccupation (G : Matrix m m ℂ) (n : ℝ) : Prop :=
  ∃ v : m → ℂ, v ≠ 0 ∧ symmetrized G *ᵥ v = (n : ℂ) • v
```

**Q:** It admits only real numbers `n`. Could a complex eigenvalue escape?

**A:** No, since $H$ is Hermitian. The condition `v ≠ 0` matters: without it, every real number would count as an occupation. The mixed density matrix is the formula above, with `ᴴ` for the conjugate transpose:

```lean
/-- The mixed one-body density matrix `Φ (Ψ†Φ)⁻¹ Ψ†` of a trial determinant `Ψ` and a
walker `Φ`, for determinants with non-zero overlap `det (Ψ†Φ)`. -/
def mixedDensity (Ψ Φ : Matrix m k ℂ) : Matrix m m ℂ := Φ * (Ψᴴ * Φ)⁻¹ * Ψᴴ
```

The occupied space is the column space, the set of all vectors $\Phi x$:

```lean
/-- The occupied space of a determinant: the span of its orbitals. -/
def occupiedSpace (Φ : Matrix m k ℂ) : Submodule ℂ (m → ℂ) := LinearMap.range Φ.mulVecLin
```

**Q:** So my orbitals needn't be orthonormal?

**A:** The orbitals needn't be, but the basis in which their coefficients are given must be, because the adjoint is the plain conjugate transpose. In a non-orthogonal atomic basis, you would transform first. Sharing `k` between the two matrices fixes equal electron numbers.

**Q:** Where does the non-zero overlap enter?

**A:** As the hypothesis `(Ψᴴ * Φ).det ≠ 0`. This determinant is $\langle\Psi|\Phi\rangle$ up to normalisation, the denominator of your mixed estimator, so the hypothesis says that the estimator exists. It also makes the columns of each matrix linearly independent. Lean sets the inverse of a singular matrix to zero, so without the hypothesis two orthogonal determinants would give $G=0$ and no negative occupation, although their spaces differ.

**Q:** Then take me through the proofs.

**A:** Two preliminary facts come first. $H$ is always Hermitian:

```lean
omit [Fintype m] [DecidableEq m] in
/-- The symmetrized density matrix is Hermitian. -/
theorem symmetrized_isHermitian (G : Matrix m m ℂ) : (symmetrized G).IsHermitian := by
  have h : star (1 / 2 : ℂ) = 1 / 2 := by simp
  unfold Matrix.IsHermitian symmetrized
  rw [conjTranspose_smul, conjTranspose_add, conjTranspose_conjTranspose, h, add_comm]
```

And it equals $G$ when $G$ is already Hermitian:

```lean
omit [Fintype m] [DecidableEq m] in
/-- Symmetrizing leaves a Hermitian density matrix unchanged. -/
theorem symmetrized_eq_self {G : Matrix m m ℂ} (hH : G.IsHermitian) : symmetrized G = G := by
  have h : (1 / 2 : ℂ) * 2 = 1 := by norm_num
  rw [symmetrized, hH.eq, ← two_smul ℂ G, smul_smul, h, one_smul]
```

Next is the equivalence for any idempotent matrix, whether or not it comes from determinants. `PosSemidef` means Hermitian with a non-negative quadratic form.

```lean
/-- An idempotent matrix has positive semidefinite Hermitian part if and only if it is
Hermitian. -/
theorem posSemidef_symmetrized_iff {G : Matrix m m ℂ} (hG : G * G = G) :
    (symmetrized G).PosSemidef ↔ G.IsHermitian := by
  constructor
  · intro hP
    -- every vector annihilated by `G` is annihilated by `G†`
    have key : ∀ w : m → ℂ, G *ᵥ w = 0 → Gᴴ *ᵥ w = 0 := by
      intro w hw
      have hs : symmetrized G *ᵥ w = (1 / 2 : ℂ) • (Gᴴ *ᵥ w) := by
        rw [symmetrized, smul_mulVec, add_mulVec, hw, zero_add]
      have h0 : star w ⬝ᵥ (symmetrized G *ᵥ w) = 0 := by
        rw [hs, dotProduct_smul, Matrix.dotProduct_mulVec, ← Matrix.star_mulVec, hw,
          star_zero, zero_dotProduct, smul_zero]
      have h1 := (hP.dotProduct_mulVec_zero_iff w).1 h0
      rw [hs] at h1
      exact (smul_eq_zero.1 h1).resolve_left (by norm_num)
    -- apply this to the vectors `(1 - G) x`
    have e : Gᴴ * G = Gᴴ := by
      apply Matrix.toLin'.injective
      refine LinearMap.ext fun x => ?_
      rw [toLin'_apply, toLin'_apply]
      have h := key (x - G *ᵥ x) (by rw [mulVec_sub, mulVec_mulVec, hG, sub_self])
      rw [mulVec_sub, mulVec_mulVec] at h
      exact (sub_eq_zero.1 h).symm
    have h2 : Gᴴᴴ = Gᴴ := by
      rw [← e]
      exact (isHermitian_conjTranspose_mul_self G).eq
    rw [conjTranspose_conjTranspose] at h2
    exact h2.symm
  · intro hH
    have e : symmetrized G = Gᴴ * G := by rw [symmetrized_eq_self hH, hH.eq, hG]
    rw [e]
    exact posSemidef_conjTranspose_mul_self G
```

Inside it, `key` is the step from $Gw=0$ to $G^\dagger w=0$. There `h0` is the vanishing expectation value, and `dotProduct_mulVec_zero_iff` supplies $Hw=0$. The first `e` applies `key` to $x-Gx$ and obtains $G^\dagger G=G^\dagger$. The last branch is the converse, through $H=G^\dagger G$.

**Q:** Failing to be positive semidefinite is a statement about a quadratic form. I measure eigenvalues.

**A:** The spectral theorem connects the two:

```lean
/-- A non-Hermitian idempotent density matrix has a negative natural occupation. -/
theorem exists_negative_occupation {G : Matrix m m ℂ} (hG : G * G = G)
    (hne : ¬ G.IsHermitian) : ∃ n : ℝ, n < 0 ∧ IsNaturalOccupation G n := by
  have hH := symmetrized_isHermitian G
  have hnot := mt (posSemidef_symmetrized_iff hG).1 hne
  rw [hH.posSemidef_iff_eigenvalues_nonneg, Pi.le_def] at hnot
  obtain ⟨i, hi⟩ := not_forall.1 hnot
  refine ⟨hH.eigenvalues i, lt_of_not_ge hi, (hH.eigenvectorBasis i).ofLp, ?_, ?_⟩
  · intro h
    apply hH.eigenvectorBasis.orthonormal.ne_zero i
    ext j
    exact congrFun h j
  · refine (hH.mulVec_eigenvectorBasis i).trans ?_
    ext j
    simp only [Pi.smul_apply, Complex.real_smul, smul_eq_mul]
```

The `mt` line takes the contrapositive of the equivalence. The criterion `posSemidef_iff_eigenvalues_nonneg` then yields an index `i` with a negative eigenvalue, and the matching vector of the orthonormal eigenbasis is the natural orbital. It is non-zero because it is normalised.

The Hermitian case applies $G$ twice to an eigenvector and reads off $n(n-1)=0$:

```lean
/-- A Hermitian idempotent density matrix has only the natural occupations zero and one. -/
theorem occupation_zero_or_one {G : Matrix m m ℂ} (hG : G * G = G) (hH : G.IsHermitian)
    {n : ℝ} (hn : IsNaturalOccupation G n) : n = 0 ∨ n = 1 := by
  obtain ⟨v, hv0, hv⟩ := hn
  rw [symmetrized_eq_self hH] at hv
  have h : G *ᵥ (G *ᵥ v) = G *ᵥ v := by rw [mulVec_mulVec, hG]
  rw [hv, mulVec_smul, hv, smul_smul] at h
  have h1 : ((n : ℂ) * n - n) • v = 0 := by rw [sub_smul, h, sub_self]
  have h2 : (n : ℂ) * n - n = 0 := (smul_eq_zero.1 h1).resolve_right hv0
  have h3 : n * n - n = 0 := by exact_mod_cast h2
  have h4 : n * (n - 1) = 0 := by linarith
  exact (mul_eq_zero.1 h4).imp id sub_eq_zero.1
```

**Q:** So far nothing has used a determinant.

**A:** That starts here, with the three projection relations:

```lean
omit [DecidableEq m] in
/-- For non-zero overlap, the mixed density matrix `G` is idempotent, `G` leaves the walker
orbitals unchanged, and `G†` leaves the trial orbitals unchanged. -/
theorem mixedDensity_projects {Ψ Φ : Matrix m k ℂ} (h : (Ψᴴ * Φ).det ≠ 0) :
    mixedDensity Ψ Φ * mixedDensity Ψ Φ = mixedDensity Ψ Φ ∧
      mixedDensity Ψ Φ * Φ = Φ ∧ (mixedDensity Ψ Φ)ᴴ * Ψ = Ψ := by
  have hu : IsUnit (Ψᴴ * Φ).det := isUnit_iff_ne_zero.2 h
  have h1 : mixedDensity Ψ Φ * Φ = Φ := by
    rw [mixedDensity, Matrix.mul_assoc, Matrix.mul_assoc, nonsing_inv_mul _ hu,
      Matrix.mul_one]
  have h2 : Ψᴴ * mixedDensity Ψ Φ = Ψᴴ := by
    rw [mixedDensity, ← Matrix.mul_assoc, ← Matrix.mul_assoc, mul_nonsing_inv _ hu,
      Matrix.one_mul]
  have hG : mixedDensity Ψ Φ = Φ * ((Ψᴴ * Φ)⁻¹ * Ψᴴ) := by
    rw [mixedDensity, Matrix.mul_assoc]
  have hI : mixedDensity Ψ Φ * (Φ * ((Ψᴴ * Φ)⁻¹ * Ψᴴ)) = Φ * ((Ψᴴ * Φ)⁻¹ * Ψᴴ) := by
    rw [← Matrix.mul_assoc, h1]
  rw [← hG] at hI
  have h3 := congrArg conjTranspose h2
  rw [conjTranspose_mul, conjTranspose_conjTranspose] at h3
  exact ⟨hI, h1, h3⟩
```

`h1` and `h2` cancel $S$ against its inverse on either side, `hI` is idempotency, and `h3` is the adjoint of `h2`.

Hermiticity is then translated into equality of spaces:

```lean
/-- For non-zero overlap, the mixed density matrix is Hermitian if and only if trial and
walker have the same occupied space. -/
theorem mixedDensity_isHermitian_iff {Ψ Φ : Matrix m k ℂ} (h : (Ψᴴ * Φ).det ≠ 0) :
    (mixedDensity Ψ Φ).IsHermitian ↔ occupiedSpace Ψ = occupiedSpace Φ := by
  obtain ⟨-, h1, h2⟩ := mixedDensity_projects h
  constructor
  · intro hH
    have sub : ∀ (A B : Matrix m k ℂ) (C : Matrix k k ℂ), B * C = A →
        occupiedSpace A ≤ occupiedSpace B := by
      intro A B C hC z hz
      obtain ⟨x, hx⟩ := LinearMap.mem_range.1 hz
      refine LinearMap.mem_range.2 ⟨C *ᵥ x, ?_⟩
      rw [← hx, mulVecLin_apply, mulVecLin_apply, mulVec_mulVec, hC]
    -- each set of orbitals is a linear combination of the other
    rw [hH.eq, mixedDensity, Matrix.mul_assoc, Matrix.mul_assoc] at h2
    rw [← hH.eq, mixedDensity, conjTranspose_mul (Φ * (Ψᴴ * Φ)⁻¹) Ψᴴ,
      conjTranspose_conjTranspose, Matrix.mul_assoc] at h1
    exact le_antisymm (sub _ _ _ h2) (sub _ _ _ h1)
  · intro hS
    -- `G x` lies in the trial space, which `G†` leaves fixed
    have e : (mixedDensity Ψ Φ)ᴴ * mixedDensity Ψ Φ = mixedDensity Ψ Φ := by
      apply Matrix.toLin'.injective
      refine LinearMap.ext fun x => ?_
      rw [toLin'_apply, toLin'_apply, ← mulVec_mulVec]
      have hx : mixedDensity Ψ Φ *ᵥ x ∈ occupiedSpace Ψ := by
        rw [hS]
        refine LinearMap.mem_range.2 ⟨((Ψᴴ * Φ)⁻¹ * Ψᴴ) *ᵥ x, ?_⟩
        rw [mulVecLin_apply, mulVec_mulVec, ← Matrix.mul_assoc, mixedDensity]
      obtain ⟨y, hy⟩ := LinearMap.mem_range.1 hx
      rw [← hy, mulVecLin_apply, mulVec_mulVec, h2]
    rw [← e]
    exact isHermitian_conjTranspose_mul_self _
```

The auxiliary statement `sub` says that $BC=A$ puts the column space of $A$ inside that of $B$. It is used twice, once for each of the two expressions I wrote by hand. The other direction writes $Gx$ as $\Psi y$ and concludes $G^\dagger G=G$.

Your question about the negative occupation is answered by combining these results:

```lean
/-- For non-zero overlap, symmetrizing the mixed density matrix produces a negative natural
occupation if and only if trial and walker have different occupied spaces. -/
theorem negative_occupation_iff {Ψ Φ : Matrix m k ℂ} (h : (Ψᴴ * Φ).det ≠ 0) :
    (∃ n : ℝ, n < 0 ∧ IsNaturalOccupation (mixedDensity Ψ Φ) n) ↔
      occupiedSpace Ψ ≠ occupiedSpace Φ := by
  have hG := (mixedDensity_projects h).1
  rw [ne_eq, ← mixedDensity_isHermitian_iff h]
  constructor
  · rintro ⟨n, hn, ho⟩ hH
    rcases occupation_zero_or_one hG hH ho with h0 | h0 <;> linarith
  · exact exists_negative_occupation hG
```

If the spaces agree, a negative $n$ would have to be 0 or 1, which `linarith` refutes. If they differ, `exists_negative_occupation` applies.

**Q:** Could it be that no pair of determinants meets both conditions, non-zero overlap and different spaces?

**A:** One electron in two orbitals is enough. The trial occupies the first orbital:

```lean
/-- A trial determinant of one electron in two orbitals, with coefficients `(1, 0)`. -/
def trialExample : Matrix (Fin 2) (Fin 1) ℂ := Matrix.of ![![1], ![0]]
```

The walker has coefficients $(1,1)$, or $(1,1)/\sqrt2$ when normalised:

```lean
/-- A walker of one electron in two orbitals, with coefficients `(1, 1)`. -/
def walkerExample : Matrix (Fin 2) (Fin 1) ℂ := Matrix.of ![![1], ![1]]
```

Rescaling the walker leaves $G$ unchanged, because the factor cancels against $S^{-1}$. With the coefficients as given, $S=1$ and
$$G=\begin{pmatrix}1&0\\1&0\end{pmatrix},\qquad H=\begin{pmatrix}1&\tfrac12\\ \tfrac12&0\end{pmatrix}.$$
Counting from zero as Lean does, $G_{01}=0$ and $G_{10}=1$, so $G$ isn't Hermitian. That comparison ends the proof:

```lean
/-- The example trial and walker have non-zero overlap, and their mixed density matrix is
not Hermitian. -/
theorem mixedDensity_witness :
    (trialExampleᴴ * walkerExample).det ≠ 0 ∧
      ¬ (mixedDensity trialExample walkerExample).IsHermitian := by
  have hS : trialExampleᴴ * walkerExample = 1 := by
    ext i j
    fin_cases i
    fin_cases j
    simp [trialExample, walkerExample, Matrix.mul_apply, Fin.sum_univ_succ]
  refine ⟨by rw [hS, det_one]; exact one_ne_zero, fun h => ?_⟩
  -- compare the two off-diagonal entries
  have h01 := h.apply 0 1
  rw [mixedDensity, hS, inv_one, Matrix.mul_one] at h01
  simp [trialExample, walkerExample, Matrix.mul_apply] at h01

end

end MixedDensityMatrix
```

The theorem states the non-zero overlap and the failure of Hermiticity; the negative occupation then follows from the general result. Its value comes from $\lambda^2-\lambda-\tfrac14=0$, whose lower root is $(1-\sqrt2)/2\approx-0.207$. The normalised overlap here is $1/\sqrt2$, so a negative occupation doesn't require nearly orthogonal determinants.

```lean
#print axioms MixedDensityMatrix.negative_occupation_iff
```

```
'MixedDensityMatrix.negative_occupation_iff' depends on axioms: [propext, Classical.choice, Quot.sound]
```

**Q:** What should I not read into this?

**A:** `negative_occupation_iff` concerns one walker and one trial determinant in a finite basis. It doesn't treat multi-determinant trials or weighted averages over walkers, and it gives the sign of an occupation without bounding its size. Nor does it cover a density matrix summed over spin, where the occupations of one spin can hide a negative occupation of the other.
